# Casimir's Quadrupole Factor for Two Commuting Angular Momenta

A nucleus with an electric quadrupole moment sits in the field gradient of its electrons. At fixed nuclear spin $I$ and electronic angular momentum $J$, the nuclear quadrupole tensor and the field-gradient tensor are proportional to quadrupole operators built from $I$ and from $J$, respectively, so the electric quadrupole part of the hyperfine shift is governed, to first order, by the contraction of these operators. How does it depend on the total angular momentum $F$?

```lean
import Mathlib

open Matrix
open scoped Kronecker

namespace CasimirQuadrupole

noncomputable section

section Algebra

variable {A : Type*} [Ring A] [Algebra ℂ A]
```

## The operators

Let $L=(L_x,L_y,L_z)$ be elements of a complex algebra, with $\hbar=1$ and

$$[L_x,L_y]=iL_z\quad\text{and cyclically.}$$

In Lean, `L : Fin 3 → A` numbers the components 0, 1, 2. Neither Hermiticity nor finite dimension is required.

```lean
/-- A triple `L = (Lx, Ly, Lz)` is an angular momentum if `[Lx, Ly] = i Lz` and cyclically. -/
structure IsAngMom (L : Fin 3 → A) : Prop where
  xy : L 0 * L 1 - L 1 * L 0 = Complex.I • L 2
  yz : L 1 * L 2 - L 2 * L 1 = Complex.I • L 0
  zx : L 2 * L 0 - L 0 * L 2 = Complex.I • L 1
```

The square is $L^2=\sum_a L_aL_a$.

```lean
/-- The squared angular momentum `L² = Lx² + Ly² + Lz²`. -/
def casimir (L : Fin 3 → A) : A := ∑ a, L a * L a
```

For two triples, $I\cdot J=\sum_a I_aJ_a$.

```lean
/-- The scalar product `I·J = Ix Jx + Iy Jy + Iz Jz`. -/
def dotOp (I J : Fin 3 → A) : A := ∑ a, I a * J a
```

The coupling operator is $K=(I+J)^2-I^2-J^2$.

```lean
/-- The coupling operator `K = (I + J)² - I² - J²`. -/
def couplingK (I J : Fin 3 → A) : A := casimir (I + J) - casimir I - casimir J
```

The quadrupole tensor, without any physical moment attached, is

$$Q_{ab}(L)=\tfrac32(L_aL_b+L_bL_a)-\delta_{ab}L^2.$$

```lean
/-- The quadrupole tensor `Q_ab(L) = (3/2)(La Lb + Lb La) - δ_ab L²`. -/
def quad (L : Fin 3 → A) (a b : Fin 3) : A :=
  (3 / 2 : ℂ) • (L a * L b + L b * L a) - (if a = b then casimir L else 0)
```

The operator of interest is $\sum_{ab}Q_{ab}(I)Q_{ab}(J)$.

```lean
/-- The full contraction `∑_ab Q_ab(I) Q_ab(J)` of two quadrupole tensors. -/
def quadContraction (I J : Fin 3 → A) : A := ∑ a, ∑ b, quad I a b * quad J a b
```

## From the scalar product to the contraction

Assume that every $I_a$ commutes with every $J_b$, as for operators on different subsystems. Then

$$(I+J)^2=I^2+J^2+\sum_a(I_aJ_a+J_aI_a)=I^2+J^2+2\,I\cdot J,$$

so $K=2\,I\cdot J$. Lean expands the components, moves each $J_b$ to the right, and lets `module` collect terms.

```lean
/-- If all components of `I` commute with all components of `J`, then `K = 2 I·J`. -/
theorem couplingK_eq_two_dot {I J : Fin 3 → A} (hc : ∀ a b, Commute (I a) (J b)) :
    couplingK I J = (2 : ℂ) • dotOp I J := by
  have h' : ∀ a b, J b * I a = I a * J b := fun a b => (hc a b).symm.eq
  simp only [couplingK, casimir, dotOp, Fin.sum_univ_three, Pi.add_apply, add_mul, mul_add, h']
  module
```

Moving $J_a$ past $I_b$ also gives

$$(I\cdot J)^2=\sum_{ab}I_aJ_aI_bJ_b=\sum_{ab}I_aI_bJ_aJ_b.$$

```lean
omit [Algebra ℂ A] in
/-- If `I` and `J` commute componentwise, `(I·J)² = ∑_ab Ia Ib Ja Jb`. -/
theorem dot_mul_self {I J : Fin 3 → A} (hc : ∀ a b, Commute (I a) (J b)) :
    dotOp I J * dotOp I J = ∑ a, ∑ b, (I a * I b) * (J a * J b) := by
  unfold dotOp
  rw [Finset.sum_mul_sum]
  refine Finset.sum_congr rfl fun a _ => Finset.sum_congr rfl fun b _ => ?_
  exact (hc b a).symm.mul_mul_mul_comm _ _
```

Next contract the commutators. The diagonal terms vanish. The pairs $(x,y)$ and $(y,x)$ together give $2(iI_z)(iJ_z)=-2I_zJ_z$, and likewise for the other two pairs:

$$\sum_{ab}[I_a,I_b][J_a,J_b]=-2\,I\cdot J.$$

The local lemma `key` handles one pair; the proof adds its three instances.

```lean
/-- For two angular momenta, `∑_ab [Ia, Ib] [Ja, Jb] = -2 I·J`. -/
theorem commutator_contraction {I J : Fin 3 → A} (hI : IsAngMom I) (hJ : IsAngMom J) :
    ∑ a, ∑ b, (I a * I b - I b * I a) * (J a * J b - J b * J a) = (-2 : ℂ) • dotOp I J := by
  -- each unordered pair (a, b) contributes 2 (i Ic)(i Jc)
  have key : ∀ {x y u v z w : A}, x - y = Complex.I • z → u - v = Complex.I • w →
      (x - y) * (u - v) + (y - x) * (v - u) = (-2 : ℂ) • (z * w) := by
    intro x y u v z w h1 h2
    rw [← neg_sub x y, ← neg_sub u v, neg_mul_neg, h1, h2, smul_mul_assoc, mul_smul_comm,
      smul_smul, Complex.I_mul_I]
    module
  have k1 := key hI.xy hJ.xy
  have k2 := key hI.yz hJ.yz
  have k3 := key hI.zx hJ.zx
  simp only [Fin.sum_univ_three, dotOp, sub_self, mul_zero]
  linear_combination (norm := module) k1 + k2 + k3
```

With $\{X,Y\}=XY+YX$, the mixed terms cancel in

$$\sum_{ab}\big(\{I_a,I_b\}\{J_a,J_b\}+[I_a,I_b][J_a,J_b]\big)=4(I\cdot J)^2.$$

Hence the anticommutator sum is $4(I\cdot J)^2+2\,I\cdot J=K(K+1)$. In the contraction it carries the factor $9/4$. The two cross terms with $\delta_{ab}$ give $-3I^2J^2$ each, and the product of the deltas gives $+3I^2J^2$. Therefore

$$\sum_{ab}Q_{ab}(I)Q_{ab}(J)=3\left[\tfrac34K(K+1)-I^2J^2\right].$$

In the proof, `hK` rewrites $K(K+1)$ in products of components, after which both sides expand to the same linear combination.

```lean
/-- Casimir's quadrupole factor as an operator identity: for mutually commuting angular momenta,
`∑_ab Q_ab(I) Q_ab(J) = 3 [ (3/4) K (K + 1) - I² J² ]`. -/
theorem quadContraction_eq {I J : Fin 3 → A} (hI : IsAngMom I) (hJ : IsAngMom J)
    (hc : ∀ a b, Commute (I a) (J b)) :
    quadContraction I J =
      (3 : ℂ) • ((3 / 4 : ℂ) • (couplingK I J * (couplingK I J + 1)) - casimir I * casimir J) := by
  -- K (K + 1) = 4 (I·J)² + 2 I·J, written in monomials Ia Ib Jc Jd
  have hK : couplingK I J * (couplingK I J + 1) =
      (4 : ℂ) • (∑ a, ∑ b, (I a * I b) * (J a * J b)) -
        ∑ a, ∑ b, (I a * I b - I b * I a) * (J a * J b - J b * J a) := by
    rw [couplingK_eq_two_dot hc, ← dot_mul_self hc, commutator_contraction hI hJ]
    simp only [mul_add, mul_one, smul_mul_assoc, mul_smul_comm]
    module
  rw [hK]
  -- both sides are now the same linear combination of monomials
  simp only [quadContraction, quad, casimir, Fin.sum_univ_three, Fin.reduceEq,
    if_true, if_false, sub_zero, sub_self, mul_zero, zero_mul, mul_add, add_mul, mul_sub, sub_mul,
    smul_mul_assoc, mul_smul_comm]
  module

end Algebra
```

Commutation between $I$ and $J$ matters. Take $I=J=\sigma/2$, the same spin-1/2 operators twice, with $\sigma$ the Pauli matrices. Each triple is an angular momentum, but $Q_{ab}=0$, so the left side vanishes. On the right, $K=3/2$ and $I^2J^2=9/16$ give $3(45/16-9/16)=27/4$.

## Values in coupled states

For quantum numbers $i,j,f$, put

$$k=f(f+1)-i(i+1)-j(j+1).$$

```lean
/-- The number `k = f(f+1) - i(i+1) - j(j+1)`. -/
def kValue (i j f : ℂ) : ℂ := f * (f + 1) - i * (i + 1) - j * (j + 1)
```

The corresponding number is $3[\tfrac34k(k+1)-i(i+1)j(j+1)]$. It is called Casimir's factor here; other normalisations, differing by a factor that depends only on $i$ and $j$, are also in use.

```lean
/-- Casimir's factor `3 [ (3/4) k (k + 1) - i(i+1) j(j+1) ]`. -/
def casimirFactor (i j f : ℂ) : ℂ :=
  3 * (3 / 4 * (kValue i j f * (kValue i j f + 1)) - i * (i + 1) * (j * (j + 1)))
```

If a vector $\psi$ satisfies the eigenvalue equations for $I^2$, $J^2$ and $(I+J)^2$, then $K\psi=k\psi$, and the operator identity makes the contraction act as this number. The Lean version uses finite matrices, with `*ᵥ` for their action on a vector. It allows complex $i,j,f$ and $\psi=0$; the number is an eigenvalue when $\psi\neq0$.

```lean
/-- For mutually commuting matrix angular momenta `I`, `J`: on a vector `ψ` (possibly zero) with `I² = i(i+1)`, `J² = j(j+1)` and `(I + J)² = f(f+1)`, the quadrupole
contraction acts as multiplication by Casimir's factor. -/
theorem quadContraction_mulVec {n : Type*} [Fintype n] [DecidableEq n]
    {I J : Fin 3 → Matrix n n ℂ} (hI : IsAngMom I) (hJ : IsAngMom J)
    (hc : ∀ a b, Commute (I a) (J b)) (i j f : ℂ) {ψ : n → ℂ}
    (hi : casimir I *ᵥ ψ = (i * (i + 1)) • ψ) (hj : casimir J *ᵥ ψ = (j * (j + 1)) • ψ)
    (hf : casimir (I + J) *ᵥ ψ = (f * (f + 1)) • ψ) :
    quadContraction I J *ᵥ ψ = casimirFactor i j f • ψ := by
  have hK : couplingK I J *ᵥ ψ = kValue i j f • ψ := by
    simp only [couplingK, Matrix.sub_mulVec, hi, hj, hf, kValue]
    module
  rw [quadContraction_eq hI hJ hc]
  simp only [Matrix.smul_mulVec, Matrix.sub_mulVec, ← Matrix.mulVec_mulVec, Matrix.add_mulVec,
    Matrix.one_mulVec, Matrix.mulVec_add, Matrix.mulVec_smul, hK, hi, hj, casimirFactor]
  module
```

For $i=j=3/2$ and $f=0$, we have $k=-15/2$ and $k(k+1)=195/4$, so the factor is

$$3\left(\tfrac{585}{16}-\tfrac{225}{16}\right)=\tfrac{135}{2}.$$

The same arithmetic gives $27/2,-81/2,27/2$ for $f=1,2,3$.

```lean
/-- For `i = j = 3/2` Casimir's factor is `135/2, 27/2, -81/2, 27/2` at `f = 0, 1, 2, 3`. -/
theorem casimirFactor_threeHalves :
    casimirFactor (3 / 2) (3 / 2) 0 = 135 / 2 ∧ casimirFactor (3 / 2) (3 / 2) 1 = 27 / 2 ∧
    casimirFactor (3 / 2) (3 / 2) 2 = -81 / 2 ∧ casimirFactor (3 / 2) (3 / 2) 3 = 27 / 2 := by
  refine ⟨?_, ?_, ?_, ?_⟩ <;> norm_num [casimirFactor, kValue]
```

In first-order hyperfine theory with fixed $I$ and $J$, these numbers set the relative quadrupole shifts. The energy scale, which contains the nuclear moment and the field gradient, is not modelled.

## Two spins 3/2

On a product space, the first angular momentum acts as $S\otimes1$.

```lean
/-- The operators `S ⊗ 1` acting on the first factor of a product space. -/
def onFirst {m : Type*} (n : Type*) [DecidableEq n] (S : Fin 3 → Matrix m m ℂ) (a : Fin 3) :
    Matrix (m × n) (m × n) ℂ := S a ⊗ₖ (1 : Matrix n n ℂ)
```

The second acts as $1\otimes T$.

```lean
/-- The operators `1 ⊗ T` acting on the second factor of a product space. -/
def onSecond (m : Type*) {n : Type*} [DecidableEq m] (T : Fin 3 → Matrix n n ℂ) (a : Fin 3) :
    Matrix (m × n) (m × n) ℂ := (1 : Matrix m m ℂ) ⊗ₖ T a
```

Since $(A\otimes B)(C\otimes D)=AC\otimes BD$, each triple keeps its commutation relations, and the two commute with each other.

```lean
/-- If `S` and `T` are angular momenta, then `S ⊗ 1` and `1 ⊗ T` are mutually commuting angular
momenta on the product space. -/
theorem product_space {m n : Type*} [Fintype m] [DecidableEq m] [Fintype n] [DecidableEq n]
    {S : Fin 3 → Matrix m m ℂ} {T : Fin 3 → Matrix n n ℂ} (hS : IsAngMom S) (hT : IsAngMom T) :
    IsAngMom (onFirst n S) ∧ IsAngMom (onSecond m T) ∧
      ∀ a b, Commute (onFirst n S a) (onSecond m T b) := by
  have left : ∀ {x y z : Matrix m m ℂ}, x * y - y * x = Complex.I • z →
      (x ⊗ₖ (1 : Matrix n n ℂ)) * (y ⊗ₖ (1 : Matrix n n ℂ)) -
        (y ⊗ₖ (1 : Matrix n n ℂ)) * (x ⊗ₖ (1 : Matrix n n ℂ)) =
        Complex.I • (z ⊗ₖ (1 : Matrix n n ℂ)) := by
    intro x y z h
    have h' : x * y = y * x + Complex.I • z := by
      rw [← h]
      abel
    rw [← Matrix.mul_kronecker_mul, ← Matrix.mul_kronecker_mul, Matrix.mul_one, h',
      Matrix.add_kronecker, Matrix.smul_kronecker]
    abel
  have right : ∀ {x y z : Matrix n n ℂ}, x * y - y * x = Complex.I • z →
      ((1 : Matrix m m ℂ) ⊗ₖ x) * ((1 : Matrix m m ℂ) ⊗ₖ y) -
        ((1 : Matrix m m ℂ) ⊗ₖ y) * ((1 : Matrix m m ℂ) ⊗ₖ x) =
        Complex.I • ((1 : Matrix m m ℂ) ⊗ₖ z) := by
    intro x y z h
    have h' : x * y = y * x + Complex.I • z := by
      rw [← h]
      abel
    rw [← Matrix.mul_kronecker_mul, ← Matrix.mul_kronecker_mul, Matrix.mul_one, h',
      Matrix.kronecker_add, Matrix.kronecker_smul]
    abel
  refine ⟨⟨left hS.xy, left hS.yz, left hS.zx⟩, ⟨right hT.xy, right hT.yz, right hT.zx⟩, ?_⟩
  intro a b
  show onFirst n S a * onSecond m T b = onSecond m T b * onFirst n S a
  simp only [onFirst, onSecond, ← Matrix.mul_kronecker_mul, Matrix.mul_one, Matrix.one_mul]
```

The spin-3/2 matrices use the monomials $x^3,x^2y,xy^2,y^3$, which stand for $|3/2\rangle$, $|1/2\rangle/\sqrt3$, $|{-1/2}\rangle/\sqrt3$, $|{-3/2}\rangle$ in terms of normalised states $|m\rangle$. In the normalised basis, the entries of $S_x$ next to the diagonal are $\sqrt3/2,1,\sqrt3/2$.

```lean
/-- Spin-3/2 matrix `Sx` in the unnormalised monomial basis `x³, x²y, xy², y³`. -/
def Sx : Matrix (Fin 4) (Fin 4) ℂ :=
  !![0, 1 / 2, 0, 0; 3 / 2, 0, 1, 0; 0, 1, 0, 3 / 2; 0, 0, 1 / 2, 0]

/-- Spin-3/2 matrix `Sy` in the unnormalised monomial basis `x³, x²y, xy², y³`. -/
def Sy : Matrix (Fin 4) (Fin 4) ℂ :=
  !![0, -(Complex.I / 2), 0, 0; 3 * Complex.I / 2, 0, -Complex.I, 0;
     0, Complex.I, 0, -(3 * Complex.I / 2); 0, 0, Complex.I / 2, 0]

/-- Spin-3/2 matrix `Sz = diag(3/2, 1/2, -1/2, -3/2)`. -/
def Sz : Matrix (Fin 4) (Fin 4) ℂ :=
  !![3 / 2, 0, 0, 0; 0, 1 / 2, 0, 0; 0, 0, -(1 / 2), 0; 0, 0, 0, -(3 / 2)]

/-- The triple `(Sx, Sy, Sz)`. -/
def spin : Fin 3 → Matrix (Fin 4) (Fin 4) ℂ := ![Sx, Sy, Sz]
```

Two copies act on the 16-dimensional product space.

```lean
/-- The first spin `I = S ⊗ 1` on the 16-dimensional product space. -/
def spinI : Fin 3 → Matrix (Fin 4 × Fin 4) (Fin 4 × Fin 4) ℂ := onFirst (Fin 4) spin

/-- The second spin `J = 1 ⊗ S` on the 16-dimensional product space. -/
def spinJ : Fin 3 → Matrix (Fin 4 × Fin 4) (Fin 4 × Fin 4) ℂ := onSecond (Fin 4) spin
```

The coefficients of $(x_1y_2-y_1x_2)^{3-F}(x_1x_2)^F$ give one state for each $F$, with magnetic quantum number $M=F$. Normalised, with $|m_1,m_2\rangle$ for the product states, they are

- $F=0$: $\tfrac12\big(|\tfrac32,-\tfrac32\rangle-|\tfrac12,-\tfrac12\rangle+|{-\tfrac12},\tfrac12\rangle-|{-\tfrac32},\tfrac32\rangle\big)$
- $F=1$: $\sqrt{\tfrac3{10}}\,|\tfrac32,-\tfrac12\rangle-\sqrt{\tfrac25}\,|\tfrac12,\tfrac12\rangle+\sqrt{\tfrac3{10}}\,|{-\tfrac12},\tfrac32\rangle$
- $F=2$: $\tfrac1{\sqrt2}\big(|\tfrac32,\tfrac12\rangle-|\tfrac12,\tfrac32\rangle\big)$
- $F=3$: $|\tfrac32,\tfrac32\rangle$

```lean
/-- The vector of coefficients of `(x₁y₂ - y₁x₂)^(3-F) (x₁x₂)^F` in the product basis. -/
def coupledState (F : Fin 4) (p : Fin 4 × Fin 4) : ℂ :=
  (![!![0, 0, 0, 1; 0, 0, -3, 0; 0, 3, 0, 0; -1, 0, 0, 0],
     !![0, 0, 1, 0; 0, -2, 0, 0; 1, 0, 0, 0; 0, 0, 0, 0],
     !![0, 1, 0, 0; -1, 0, 0, 0; 0, 0, 0, 0; 0, 0, 0, 0],
     !![1, 0, 0, 0; 0, 0, 0, 0; 0, 0, 0, 0; 0, 0, 0, 0]] :
      Fin 4 → Matrix (Fin 4) (Fin 4) ℂ) F p.1 p.2
```

Computing every entry of the matrix products confirms the commutation relations.

```lean
set_option maxHeartbeats 400000 in
/-- The matrices `Sx, Sy, Sz` obey the angular momentum commutation relations. -/
theorem spin_isAngMom_witness : IsAngMom spin := by
  refine ⟨?_, ?_, ?_⟩
  · show Sx * Sy - Sy * Sx = Complex.I • Sz
    ext i j
    simp only [Matrix.sub_apply, Matrix.smul_apply, Matrix.mul_apply, Fin.sum_univ_four]
    fin_cases i <;> fin_cases j <;> simp [Sx, Sy, Sz, Complex.ext_iff] <;> norm_num
  · show Sy * Sz - Sz * Sy = Complex.I • Sx
    ext i j
    simp only [Matrix.sub_apply, Matrix.smul_apply, Matrix.mul_apply, Fin.sum_univ_four]
    fin_cases i <;> fin_cases j <;> simp [Sx, Sy, Sz, Complex.ext_iff] <;> norm_num
  · show Sz * Sx - Sx * Sz = Complex.I • Sy
    ext i j
    simp only [Matrix.sub_apply, Matrix.smul_apply, Matrix.mul_apply, Fin.sum_univ_four]
    fin_cases i <;> fin_cases j <;> simp [Sx, Sy, Sz, Complex.ext_iff] <;> norm_num
```

The same method gives $S^2=\tfrac{15}{4}\,1$.

```lean
/-- The matrices `Sx, Sy, Sz` satisfy `S² = (3/2)(3/2 + 1)`. -/
theorem casimir_spin :
    casimir spin = (3 / 2 * (3 / 2 + 1) : ℂ) • (1 : Matrix (Fin 4) (Fin 4) ℂ) := by
  have h : casimir spin = Sx * Sx + Sy * Sy + Sz * Sz := by
    simp only [casimir, Fin.sum_univ_three]
    rfl
  rw [h]
  ext i j
  simp only [Matrix.add_apply, Matrix.smul_apply, Matrix.mul_apply, Matrix.one_apply,
    Fin.sum_univ_four]
  fin_cases i <;> fin_cases j <;> simp [Sx, Sy, Sz, Complex.ext_iff] <;> norm_num
```

Applying $S_x\otimes S_x+S_y\otimes S_y+S_z\otimes S_z$ to the four vectors gives the eigenvalues $-15/4,-11/4,-3/4,9/4$ of $I\cdot J$, checked component by component.

```lean
set_option maxHeartbeats 400000 in
/-- `I·J` multiplies `coupledState F` by `-15/4, -11/4, -3/4, 9/4` for `F = 0, 1, 2, 3`. -/
theorem dot_coupledState (F : Fin 4) :
    dotOp spinI spinJ *ᵥ coupledState F =
      (![-15 / 4, -11 / 4, -3 / 4, 9 / 4] : Fin 4 → ℂ) F • coupledState F := by
  have hd : dotOp spinI spinJ = Sx ⊗ₖ Sx + Sy ⊗ₖ Sy + Sz ⊗ₖ Sz := by
    simp only [dotOp, Fin.sum_univ_three, spinI, spinJ, onFirst, onSecond,
      ← Matrix.mul_kronecker_mul, Matrix.mul_one, Matrix.one_mul]
    rfl
  rw [hd]
  funext p
  obtain ⟨k, l⟩ := p
  -- first use the sparsity of the state, then check the sixteen components
  fin_cases F <;>
    simp [Matrix.mulVec, dotProduct, Fintype.sum_prod_type, Fin.sum_univ_four, coupledState] <;>
    fin_cases k <;> fin_cases l <;> simp [Sx, Sy, Sz, Complex.ext_iff] <;> norm_num
```

Then $(I+J)^2=2\,I\cdot J+I^2+J^2$ has eigenvalue $F(F+1)$; for $F=0$ this reads $-15/2+15/4+15/4=0$. A nonzero component shows that each vector is nonzero, and the general eigenvalue theorem supplies the four quadrupole values.

```lean
/-- `spinI` and `spinJ` are commuting angular momenta, `coupledState F` is a nonzero state with
`I² = J² = (3/2)(3/2+1)` and `(I + J)² = F(F+1)`, and the quadrupole contraction multiplies it by
`135/2, 27/2, -81/2, 27/2` for `F = 0, 1, 2, 3`. -/
theorem coupledState_witness (F : Fin 4) :
    IsAngMom spinI ∧ IsAngMom spinJ ∧ (∀ a b, Commute (spinI a) (spinJ b)) ∧
    coupledState F ≠ 0 ∧
    casimir spinI *ᵥ coupledState F = (3 / 2 * (3 / 2 + 1) : ℂ) • coupledState F ∧
    casimir spinJ *ᵥ coupledState F = (3 / 2 * (3 / 2 + 1) : ℂ) • coupledState F ∧
    casimir (spinI + spinJ) *ᵥ coupledState F =
      (((F : ℕ) : ℂ) * (((F : ℕ) : ℂ) + 1)) • coupledState F ∧
    quadContraction spinI spinJ *ᵥ coupledState F =
      (![135 / 2, 27 / 2, -81 / 2, 27 / 2] : Fin 4 → ℂ) F • coupledState F := by
  have hp := product_space spin_isAngMom_witness spin_isAngMom_witness
  have hI : IsAngMom spinI := hp.1
  have hJ : IsAngMom spinJ := hp.2.1
  have hc : ∀ a b, Commute (spinI a) (spinJ b) := hp.2.2
  have hne : ∀ G : Fin 4, coupledState G ≠ 0 := by
    intro G
    fin_cases G
    · intro h
      simpa [coupledState] using congrFun h (0, 3)
    · intro h
      simpa [coupledState] using congrFun h (0, 2)
    · intro h
      simpa [coupledState] using congrFun h (0, 1)
    · intro h
      simpa [coupledState] using congrFun h (0, 0)
  have s1 : ∀ G : Fin 4, (2 : ℂ) * (![-15 / 4, -11 / 4, -3 / 4, 9 / 4] : Fin 4 → ℂ) G +
      3 / 2 * (3 / 2 + 1) + 3 / 2 * (3 / 2 + 1) = ((G : ℕ) : ℂ) * (((G : ℕ) : ℂ) + 1) := by
    intro G
    fin_cases G <;> simp <;> norm_num
  have s2 : ∀ G : Fin 4, casimirFactor (3 / 2) (3 / 2) ((G : ℕ) : ℂ) =
      (![135 / 2, 27 / 2, -81 / 2, 27 / 2] : Fin 4 → ℂ) G := by
    intro G
    fin_cases G <;> simp [casimirFactor, kValue] <;> norm_num
  -- the squared spins on the product space
  have e1 : casimir spinI = casimir spin ⊗ₖ (1 : Matrix (Fin 4) (Fin 4) ℂ) := by
    simp only [casimir, Fin.sum_univ_three, spinI, onFirst, Matrix.add_kronecker,
      ← Matrix.mul_kronecker_mul, Matrix.mul_one]
  have e2 : casimir spinJ = (1 : Matrix (Fin 4) (Fin 4) ℂ) ⊗ₖ casimir spin := by
    simp only [casimir, Fin.sum_univ_three, spinJ, onSecond, Matrix.kronecker_add,
      ← Matrix.mul_kronecker_mul, Matrix.mul_one]
  have h1 : casimir spinI *ᵥ coupledState F = (3 / 2 * (3 / 2 + 1) : ℂ) • coupledState F := by
    rw [e1, casimir_spin, Matrix.smul_kronecker, Matrix.one_kronecker_one, Matrix.smul_mulVec,
      Matrix.one_mulVec]
  have h2 : casimir spinJ *ᵥ coupledState F = (3 / 2 * (3 / 2 + 1) : ℂ) • coupledState F := by
    rw [e2, casimir_spin, Matrix.kronecker_smul, Matrix.one_kronecker_one, Matrix.smul_mulVec,
      Matrix.one_mulVec]
  -- (I + J)² = 2 I·J + I² + J²
  have e3 : casimir (spinI + spinJ) =
      (2 : ℂ) • dotOp spinI spinJ + casimir spinI + casimir spinJ := by
    rw [← couplingK_eq_two_dot hc, couplingK]
    abel
  have h3 : casimir (spinI + spinJ) *ᵥ coupledState F =
      (((F : ℕ) : ℂ) * (((F : ℕ) : ℂ) + 1)) • coupledState F := by
    rw [e3, Matrix.add_mulVec, Matrix.add_mulVec, Matrix.smul_mulVec, dot_coupledState, h1, h2,
      smul_smul, ← add_smul, ← add_smul, s1]
  refine ⟨hI, hJ, hc, hne F, h1, h2, h3, ?_⟩
  rw [quadContraction_mulVec hI hJ hc (3 / 2) (3 / 2) ((F : ℕ) : ℂ) h1 h2 h3, s2]

end

end CasimirQuadrupole
```

```lean
#print axioms CasimirQuadrupole.quadContraction_mulVec
-- 'CasimirQuadrupole.quadContraction_mulVec' depends on axioms: [propext, Classical.choice, Quot.sound]
#print axioms CasimirQuadrupole.casimirFactor_threeHalves
-- 'CasimirQuadrupole.casimirFactor_threeHalves' depends on axioms: [propext, Classical.choice, Quot.sound]
```
